# A signal on a ring with no vanishing Fourier coefficient is fixed by its bispectrum up to a cyclic shift

Let f and g be complex signals on a ring of n ≥ 1 sites, and let no Fourier coefficient of f be zero. If f and g have the same bispectrum, then g(x) = f(x − a) for exactly one shift a.

For learning an energy, a descriptor of an atom's surroundings should ignore how the surroundings are oriented, yet keep what the energy depends on. Some machine-learned interatomic potentials use bispectrum components for this purpose. The theorem treats the finite, one-dimensional case of a density sampled at n equally spaced angles about an axis, and shows that the bispectrum fixes the samples up to a rotation by a multiple of 2π/n if none of their Fourier coefficients vanishes. It does not show that the bispectrum is complete for neighbour densities in three dimensions, where rotations are continuous and do not commute.

## Coefficients and their triple products

Sites and wave numbers are elements of `ZMod n`, the integers modulo n, and `[NeZero n]` says that n ≥ 1.

```lean
import Mathlib

open ComplexConjugate

namespace BispectrumCompleteness

noncomputable section

variable {n : ℕ} [NeZero n]
```

The Fourier coefficients carry no factor 1/n:

F(k) = ∑ₓ exp(−2πi xk/n) f(x)

In Lean, `ZMod.stdAddChar` is the function x ↦ exp(2πi x/n).

```lean
/-- The Fourier coefficient `F(k) = ∑ₓ exp(-2πi x k / n) f(x)` of a signal on the ring `Z_n`. -/
def fourier (f : ZMod n → ℂ) (k : ZMod n) : ℂ :=
  ∑ x, ZMod.stdAddChar (N := n) (-(x * k)) * f x
```

The bispectrum combines three coefficients:

B(k, l) = F(k) F(l) conj(F(k+l))

The conjugate matters. For real signals conj(F(k+l)) equals F(−k−l), and the two forms are easily interchanged. For complex signals the form with F(−k−l) would make the theorem false: multiplying f by exp(2πi/3) leaves F(k) F(l) F(−k−l) unchanged but alters F(0), which no translation does.

```lean
/-- The bispectrum `F(k) F(l) conj(F(k+l))` of a signal on the ring `Z_n`. -/
def bispectrum (f : ZMod n → ℂ) (k l : ZMod n) : ℂ :=
  fourier f k * fourier f l * conj (fourier f (k + l))
```

The coefficients determine the signal, because the sum over k of exp(2πi (x−y)k/n) is n for x = y and zero otherwise, so that

f(x) = (1/n) ∑ₖ exp(2πi xk/n) F(k)

The proof takes this injectivity from Mathlib's discrete Fourier transform, whose coefficients are the same sums.

```lean
/-- A signal on the ring is determined by its Fourier coefficients. -/
theorem fourier_injective {f g : ZMod n → ℂ} (h : ∀ k, fourier f k = fourier g k) :
    f = g := by
  apply (ZMod.dft (N := n) (E := ℂ)).injective
  funext k
  rw [ZMod.dft_apply, ZMod.dft_apply]
  exact h k
```

## What a translation does

Substituting y = x − a in the sum for the translated signal gives

∑ₓ exp(−2πi xk/n) f(x−a) = exp(−2πi ak/n) F(k)

`Fintype.sum_equiv` performs the substitution.

```lean
/-- Translating a signal by `a` multiplies its `k`-th Fourier coefficient by the phase
`exp(-2πi a k / n)`. -/
theorem fourier_translate (f : ZMod n → ℂ) (a k : ZMod n) :
    fourier (fun x => f (x - a)) k
      = ZMod.stdAddChar (N := n) (-(a * k)) * fourier f k := by
  unfold fourier
  rw [Finset.mul_sum]
  refine Fintype.sum_equiv (Equiv.subRight a) _ _ (fun x => ?_)
  have e : -(x * k) = -(a * k) + -((x - a) * k) := by ring
  simp only [Equiv.subRight_apply]
  rw [e, AddChar.map_add_eq_mul, mul_assoc]
```

In the bispectrum the phases for k and l multiply to the phase for k+l, and the conjugated factor cancels it. Translates therefore share a bispectrum; `hp` is this cancellation.

```lean
/-- The bispectrum does not change when the signal is translated around the ring. -/
theorem bispectrum_translate (f : ZMod n → ℂ) (a k l : ZMod n) :
    bispectrum (fun x => f (x - a)) k l = bispectrum f k l := by
  -- the three translation phases cancel
  have hp : ZMod.stdAddChar (N := n) (-(a * k)) * ZMod.stdAddChar (N := n) (-(a * l))
      * conj (ZMod.stdAddChar (N := n) (-(a * (k + l)))) = 1 := by
    rw [← AddChar.map_add_eq_mul, show -(a * k) + -(a * l) = -(a * (k + l)) by ring,
      Complex.mul_conj, Complex.normSq_eq_norm_sq, AddChar.norm_apply]
    norm_num
  simp only [bispectrum, fourier_translate, map_mul]
  linear_combination (fourier f k * fourier f l * conj (fourier f (k + l))) * hp
```

## From equal bispectra to a shift

Let G be the coefficients of g, and put H(k) = G(k)/F(k). Dividing one bispectrum by the other gives

H(k) H(l) conj(H(k+l)) = 1

At k = l = 0, taking moduli gives |H(0)|³ = 1, so |H(0)| = 1. Then H(0) conj(H(0)) = 1, and the relation reduces to H(0) = 1. Setting only l = 0 now gives |H(k)|² = 1 for every k. Multiplying the relation by H(k+l) therefore yields

H(k+l) = H(k) H(l)

The next lemma proves this for any H obeying the triple relation; `hu` is the statement about moduli.

```lean
omit [NeZero n] in
/-- If factors `H(k)` satisfy `H(k) H(l) conj(H(k+l)) = 1` for all `k` and `l`, then `H(0) = 1`
and `H(k+l) = H(k) H(l)`. -/
theorem multiplicative_of_triple_product {H : ZMod n → ℂ}
    (h : ∀ k l, H k * H l * conj (H (k + l)) = 1) :
    H 0 = 1 ∧ ∀ k l, H (k + l) = H k * H l := by
  have h00 : H 0 * H 0 * conj (H 0) = 1 := by
    have := h 0 0
    rwa [add_zero] at this
  -- the zero mode has modulus one, hence equals one
  have hnorm : ‖H 0‖ = 1 := by
    have h3 := congrArg norm h00
    rw [norm_mul, norm_mul, RCLike.norm_conj, norm_one] at h3
    refine (pow_eq_one_iff_of_nonneg (norm_nonneg _) (by norm_num : (3 : ℕ) ≠ 0)).mp ?_
    linarith [show ‖H 0‖ ^ 3 = ‖H 0‖ * ‖H 0‖ * ‖H 0‖ by ring]
  have hz : H 0 * conj (H 0) = 1 := by
    rw [Complex.mul_conj, Complex.normSq_eq_norm_sq, hnorm]
    norm_num
  have h0 : H 0 = 1 := by linear_combination h00 - H 0 * hz
  -- every factor is a pure phase
  have hu : ∀ k, H k * conj (H k) = 1 := by
    intro k
    have := h k 0
    rwa [add_zero, h0, mul_one] at this
  refine ⟨h0, fun k l => ?_⟩
  linear_combination (H k * H l) * hu (k + l) - H (k + l) * h k l
```

Repeated use of the product rule gives H(m) = H(1)ᵐ for natural numbers m. Since n = 0 in `ZMod n`, H(1)ⁿ = H(0) = 1. Hence H(1) = exp(2πi j/n) for some natural number j, which the code calls `i`. With a = −j modulo n,

H(k) = exp(−2πi ak/n)

In the code, `hpow` is the power rule and `hroot` says that H(1) is an n-th root of unity.

```lean
/-- Factors with `H(0) = 1` and `H(k+l) = H(k) H(l)` are the phases `exp(-2πi a k / n)` of a
translation by some `a`. -/
theorem exists_shift_of_multiplicative {H : ZMod n → ℂ} (h0 : H 0 = 1)
    (hadd : ∀ k l, H (k + l) = H k * H l) :
    ∃ a : ZMod n, ∀ k, H k = ZMod.stdAddChar (N := n) (-(a * k)) := by
  have hpow : ∀ K : ZMod n → ℂ, K 0 = 1 → (∀ k l, K (k + l) = K k * K l) →
      ∀ m : ℕ, K (m : ZMod n) = K 1 ^ m := by
    intro K hK0 hK m
    induction m with
    | zero => rw [Nat.cast_zero, hK0, pow_zero]
    | succ m ih => rw [Nat.cast_succ, hK, ih, pow_succ]
  have hζ : IsPrimitiveRoot (ZMod.stdAddChar (N := n) 1) n := by
    have e : ZMod.stdAddChar (N := n) 1 = Complex.exp (2 * Real.pi * Complex.I / n) := by
      have := ZMod.stdAddChar_coe (N := n) 1
      simpa using this
    rw [e]
    exact Complex.isPrimitiveRoot_exp n (NeZero.ne n)
  -- H(1) is an n-th root of unity
  have hroot : H 1 ^ n = 1 := by
    rw [← hpow H h0 hadd n, ZMod.natCast_self, h0]
  obtain ⟨i, _, hi⟩ := hζ.eq_pow_of_pow_eq_one hroot
  refine ⟨-(i : ZMod n), fun k => ?_⟩
  have hk : -(-(i : ZMod n) * k) = ((i * k.val : ℕ) : ZMod n) := by
    rw [Nat.cast_mul, ZMod.natCast_zmod_val]
    ring
  have hH : H k = H 1 ^ k.val := by
    rw [← hpow H h0 hadd k.val, ZMod.natCast_zmod_val]
  rw [hk, hpow (fun x => ZMod.stdAddChar (N := n) x) (AddChar.map_zero_eq_one _)
    (AddChar.map_add_eq_mul _), hH, ← hi, pow_mul]
```

So G(k) = exp(−2πi ak/n) F(k), which is the k-th coefficient of the translate f(x − a), and injectivity gives g(x) = f(x − a). If b is another such shift, comparing coefficients at k = 1 and cancelling F(1) ≠ 0 gives exp(−2πi b/n) = exp(−2πi a/n), so b = a.

In the theorem, `hF` is the non-vanishing condition, `hB` the equality of bispectra, and `∃!` means "exactly one". Nothing is assumed about zeros of G. The first step, `hH`, is the division that gives the triple relation.

```lean
/-- Completeness of the bispectrum: if no Fourier coefficient of `f` vanishes and `g` has the
same bispectrum as `f`, then `g` is the translate of `f` by exactly one shift `a`. -/
theorem bispectrum_complete {f g : ZMod n → ℂ} (hF : ∀ k, fourier f k ≠ 0)
    (hB : ∀ k l, bispectrum f k l = bispectrum g k l) :
    ∃! a : ZMod n, ∀ x, g x = f (x - a) := by
  have hH : ∀ k l, fourier g k / fourier f k * (fourier g l / fourier f l)
      * conj (fourier g (k + l) / fourier f (k + l)) = 1 := by
    intro k l
    have hc : conj (fourier f (k + l)) ≠ 0 := (map_ne_zero _).mpr (hF _)
    rw [map_div₀, div_mul_div_comm, div_mul_div_comm,
      div_eq_one_iff_eq (mul_ne_zero (mul_ne_zero (hF k) (hF l)) hc)]
    exact (hB k l).symm
  -- the ratio of the coefficients is the phase of a translation
  obtain ⟨h0, hadd⟩ :=
    multiplicative_of_triple_product (H := fun k => fourier g k / fourier f k) hH
  obtain ⟨a, ha⟩ :=
    exists_shift_of_multiplicative (H := fun k => fourier g k / fourier f k) h0 hadd
  have hg : g = fun x => f (x - a) := by
    apply fourier_injective
    intro k
    rw [fourier_translate]
    exact (div_eq_iff (hF k)).mp (ha k)
  refine ⟨a, fun x => congrFun hg x, fun b hb => ?_⟩
  -- the coefficient at k = 1 fixes the shift
  have h1 : fourier (fun x => f (x - b)) 1 = fourier (fun x => f (x - a)) 1 := by
    rw [← hg, ← (funext hb : g = fun x => f (x - b))]
  rw [fourier_translate, fourier_translate] at h1
  have h2 := ZMod.injective_stdAddChar (mul_right_cancel₀ (hF 1) h1)
  linear_combination -h2
```

## A plane wave with zero bispectrum

Let n ≥ 2 and f(x) = c exp(2πi x/n), with c any complex amplitude. Then

F(q) = c ∑ₓ exp(2πi x(1−q)/n)

which is cn for q = 1 and zero otherwise. A non-zero bispectrum would need k = l = k+l = 1, hence 1 = 0 modulo n, which is impossible. The case distinctions in the proof follow this argument.

```lean
/-- On a ring with at least two sites, the bispectrum of the plane wave `c exp(2πi x / n)`
vanishes for every amplitude `c`. -/
theorem bispectrum_plane_wave (hn : 1 < n) (c : ℂ) (k l : ZMod n) :
    bispectrum (fun x => c * ZMod.stdAddChar (N := n) x) k l = 0 := by
  have : Fact (1 < n) := ⟨hn⟩
  -- only the coefficient at k = 1 can differ from zero
  have hz : ∀ q : ZMod n, q ≠ 1 →
      fourier (fun x => c * ZMod.stdAddChar (N := n) x) q = 0 := by
    intro q hq
    have e : ∀ x : ZMod n, ZMod.stdAddChar (N := n) (-(x * q))
        * (c * ZMod.stdAddChar (N := n) x) = c * ZMod.stdAddChar (N := n) (x * (1 - q)) := by
      intro x
      rw [show x * (1 - q) = -(x * q) + x by ring, AddChar.map_add_eq_mul]
      ring
    unfold fourier
    rw [Finset.sum_congr rfl (fun x _ => e x), ← Finset.mul_sum,
      AddChar.sum_mulShift _ (ZMod.isPrimitive_stdAddChar n),
      if_neg (sub_ne_zero.mpr hq.symm)]
    simp
  unfold bispectrum
  by_cases hk : k = 1
  · by_cases hl : l = 1
    · have hkl : k + l ≠ 1 := by
        intro h
        rw [hk, hl] at h
        exact one_ne_zero (α := ZMod n) (by linear_combination h)
      rw [hz _ hkl, map_zero, mul_zero]
    · rw [hz l hl, mul_zero, zero_mul]
  · rw [hz k hk, zero_mul, zero_mul]
```

The waves with c = 1 and c = 2 thus share a bispectrum, yet their moduli are 1 and 2 at every site, so neither is a translate of the other. They are signals but not densities, since their values are not all real and non-negative. Requiring only F(1) ≠ 0 is therefore not enough for completeness. The example does not show that every coefficient has to be non-zero.

```lean
/-- On a ring with at least two sites, the plane wave `exp(2πi x / n)` and its double have the
same bispectrum but are not translates of each other. -/
theorem nonvanishing_needed (hn : 1 < n) :
    (∀ k l, bispectrum (fun x => 1 * ZMod.stdAddChar (N := n) x) k l
      = bispectrum (fun x => 2 * ZMod.stdAddChar (N := n) x) k l) ∧
    ¬ ∃ a : ZMod n, ∀ x : ZMod n,
      2 * ZMod.stdAddChar (N := n) x = 1 * ZMod.stdAddChar (N := n) (x - a) := by
  refine ⟨fun k l => ?_, ?_⟩
  · rw [bispectrum_plane_wave hn, bispectrum_plane_wave hn]
  · rintro ⟨a, ha⟩
    -- the moduli are 2 and 1
    have h := congrArg norm (ha 0)
    rw [norm_mul, norm_mul, AddChar.norm_apply, AddChar.norm_apply] at h
    norm_num at h

end

end BispectrumCompleteness
```

```lean
#print axioms BispectrumCompleteness.bispectrum_translate
#print axioms BispectrumCompleteness.bispectrum_complete
#print axioms BispectrumCompleteness.nonvanishing_needed
```

```
'BispectrumCompleteness.bispectrum_translate' depends on axioms: [propext, Classical.choice, Quot.sound]
'BispectrumCompleteness.bispectrum_complete' depends on axioms: [propext, Classical.choice, Quot.sound]
'BispectrumCompleteness.nonvanishing_needed' depends on axioms: [propext, Classical.choice, Quot.sound]
```
